# Büttiker's formula puts the voltages of zero-current probes between the source voltages when every probe is linked to a source

## Leads, transmissions and currents

A conductor is attached to finitely many leads. Some of them, the sources, are held at chosen voltages. The others are voltage probes: each draws no net current, and its voltage adjusts until this is so. What values can the probe voltages take, and are they determined at all?

Write $V_p$ for the voltage of lead $p$ and $T_{pq}\ge 0$ for the transmission from lead $q$ into lead $p$, summed over channels, so that it may exceed 1. In linear response, for non-interacting carriers and with all leads at the same temperature, Büttiker's formula gives the current from lead $p$ into the conductor, divided by the conductance quantum ($e^2/h$ if the two spins are counted as separate channels, $2e^2/h$ if one channel stands for both):

$$I_p=\Big(\sum_q T_{qp}\Big)V_p-\sum_q T_{pq}V_q .$$

The sum rule $\sum_q T_{qp}=\sum_q T_{pq}$ follows from the unitarity of the scattering matrix. It turns the formula into

$$I_p=\sum_q T_{pq}(V_p-V_q).$$

The diagonal term $T_{pp}$ drops out. Symmetry $T_{pq}=T_{qp}$ is not assumed, so a magnetic field is allowed.

Let $S$ be the set of sources. A lead $p$ *reaches* $S$ if a finite chain of steps leads from $p$ to a source, where a step from $p$ to $q$ requires $T_{pq}>0$. Such a step runs against the motion of the carriers, since $T_{pq}$ describes carriers that enter the conductor at $q$ and leave it at $p$. A source reaches $S$ by the chain with no steps.

## The bound and the solvability condition by hand

Suppose that there is at least one lead, and that every lead outside $S$ has $I_p=0$ and reaches $S$. Then there are sources $a$ and $b$ with $V_a\le V_p\le V_b$ for all $p$.

**Maximum.** Let $m$ be a lead of maximal voltage. If $m$ is a source, take $b=m$. Otherwise

$$0=I_m=\sum_q T_{mq}(V_m-V_q),$$

and every term is nonnegative, so every term vanishes. Hence $V_q=V_m$ whenever $T_{mq}>0$. The next lead on the chain from $m$ to $S$ is therefore maximal too. If it is not a source, the argument applies to it in turn. The chain ends in $S$, so a source of maximal voltage is met.

**Minimum.** The currents are linear in the voltages, so $-V$ also gives zero current at every probe. A source at which $-V$ is maximal is a source at which $V$ is minimal.

**Reaching $S$ suffices for unique probe voltages.** Let $A$ be the linear map that sends $V$ to the list with entry $V_p$ at each source and $I_p$ at each other lead. If $AV=0$, all source voltages are zero and all probes carry zero current, so the bound gives $V=0$. Thus $A$ is injective. It maps a finite-dimensional space to itself, so it is also surjective, and each choice of source voltages with zero probe currents has exactly one solution.

**Reaching $S$ is necessary.** Suppose that every choice of source voltages has exactly one solution. For zero source voltages that solution is $V=0$, so $A$ is injective and hence surjective. In particular some $V$ gives $I_p=1$ at every probe. If some leads do not reach $S$, let $a$ be one of lowest voltage among them. Whenever $T_{aq}>0$, lead $q$ does not reach $S$ either, since otherwise $a$ would. So $V_a\le V_q$ in every term that contributes, and $I_a\le 0$. This contradicts $I_a=1$.

**Three leads.** With a probe at lead 1, zero current means $T_{10}(V_1-V_0)+T_{12}(V_1-V_2)=0$. If $T_{10}+T_{12}\neq0$, then

$$V_1=\frac{T_{10}V_0+T_{12}V_2}{T_{10}+T_{12}} .$$

## Currents and chains in Lean

The leads form a finite type `ι`.

```lean
import Mathlib

namespace MultiTerminalNetwork

variable {ι : Type*} [Fintype ι]
```

`T p q` is $T_{pq}$, with the receiving lead first, and `current T V p` is $I_p$ in its difference form.

```lean
/-- The current at lead `p`, in units of the conductance quantum, for transmissions `T`
and lead voltages `V`. -/
def current (T : ι → ι → ℝ) (V : ι → ℝ) (p : ι) : ℝ :=
  ∑ q, T p q * (V p - V q)
```

`Relation.ReflTransGen` is the reflexive transitive closure of a relation, here that of a single step with positive transmission.

```lean
/-- Lead `p` reaches the source set `S` along finitely many steps of positive transmission. -/
def Reaches (T : ι → ι → ℝ) (S : Set ι) (p : ι) : Prop :=
  ∃ s ∈ S, Relation.ReflTransGen (fun a b => 0 < T a b) p s
```

The next lemma connects the definition with Büttiker's formula. The sum rule at lead `p` is its hypothesis `h`; it is not derived from a scattering matrix. After `rw [h]` both sides are the same sum, once the product is expanded.

```lean
/-- If the transmissions out of and into lead `p` have equal sums, Büttiker's current formula
depends only on voltage differences. -/
theorem buttiker_current (T : ι → ι → ℝ) (V : ι → ℝ) (p : ι)
    (h : ∑ q, T q p = ∑ q, T p q) :
    (∑ q, T q p) * V p - ∑ q, T p q * V q = current T V p := by
  rw [h]
  simp only [current, mul_sub, Finset.sum_sub_distrib, ← Finset.sum_mul]
```

Linearity is proved term by term, with `ring` for each summand.

```lean
/-- Superposition: the current is linear in the lead voltages. -/
theorem current_superposition (T : ι → ι → ℝ) (V W : ι → ℝ) (a b : ℝ) (p : ι) :
    current T (fun q => a * V q + b * W q) p = a * current T V p + b * current T W p := by
  simp only [current, Finset.mul_sum, ← Finset.sum_add_distrib]
  exact Finset.sum_congr rfl (fun q _ => by ring)
```

## The maximum carried to a source

The lemma `eq_of_maximal` is the single step of the hand argument. `hn` records that each term is nonnegative, and `Finset.sum_eq_zero_iff_of_nonneg` makes each term vanish. In the product for `q`, either the transmission is zero, which contradicts `hpq`, or the voltage difference is.

```lean
/-- With nonnegative transmissions, a lead of maximal voltage and zero current has the same
voltage as every lead `q` to which it is joined by `T p q > 0`. -/
theorem eq_of_maximal {T : ι → ι → ℝ} {V : ι → ℝ} {p q : ι}
    (hT : ∀ p q, 0 ≤ T p q) (hmax : ∀ r, V r ≤ V p)
    (h0 : current T V p = 0) (hpq : 0 < T p q) : V q = V p := by
  have hn : ∀ r ∈ Finset.univ, 0 ≤ T p r * (V p - V r) :=
    fun r _ => mul_nonneg (hT p r) (sub_nonneg.2 (hmax r))
  unfold current at h0
  -- a vanishing sum of nonnegative terms vanishes term by term
  have h := (Finset.sum_eq_zero_iff_of_nonneg hn).1 h0 q (Finset.mem_univ q)
  rcases mul_eq_zero.1 h with h | h <;> linarith
```

The walk along the chain is an induction, and its direction matters. The built-in induction for `ReflTransGen` adds steps at the far end of a chain. The principle `head_induction_on` keeps the end `s` fixed and removes steps at the start, as the hand argument does. Because the starting lead varies, Lean carries the hypothesis `hm`, which says that this lead is maximal, into the induction. The induction hypothesis `ih` then reads: if `c` is maximal, a maximal source exists. `eq_of_maximal` supplies the maximality of `c`. The line `clear hmS` first discards the statement that the start is not a source, which would otherwise become a further premise of `ih`. Whether the current lead is a source is decided anew at each step.

```lean
/-- In a network with at least one lead and nonnegative transmissions, if every lead outside `S` has
zero current and reaches `S`, then the largest voltage of the network is found at a source. -/
theorem exists_source_max [Nonempty ι] {T : ι → ι → ℝ} {S : Set ι} {V : ι → ℝ}
    (hT : ∀ p q, 0 ≤ T p q) (h0 : ∀ p ∉ S, current T V p = 0)
    (hS : ∀ p ∉ S, Reaches T S p) : ∃ b ∈ S, ∀ p, V p ≤ V b := by
  obtain ⟨m, hm⟩ := Finite.exists_max V
  by_cases hmS : m ∈ S
  · exact ⟨m, hmS, hm⟩
  obtain ⟨s, hs, hr⟩ := hS m hmS
  clear hmS
  -- carry the maximum along the path until a source is met
  induction hr using Relation.ReflTransGen.head_induction_on with
  | refl => exact ⟨s, hs, hm⟩
  | @head a c hac _ ih =>
    by_cases ha : a ∈ S
    · exact ⟨a, ha, hm⟩
    · have hc : V c = V a := eq_of_maximal hT hm (h0 a ha) hac
      exact ih (fun r => by rw [hc]; exact hm r)
```

In the full bound, `current_superposition` with coefficients $-1$ and $0$ shows that the reversed voltages satisfy the same hypotheses, and `exists_source_max` is applied a second time.

```lean
/-- Maximum principle: in a network with at least one lead and nonnegative transmissions, if every
lead outside `S` has zero current and reaches `S`, then all voltages lie between those of two
sources. -/
theorem voltage_between_sources [Nonempty ι] {T : ι → ι → ℝ} {S : Set ι} {V : ι → ℝ}
    (hT : ∀ p q, 0 ≤ T p q) (h0 : ∀ p ∉ S, current T V p = 0)
    (hS : ∀ p ∉ S, Reaches T S p) :
    ∃ a ∈ S, ∃ b ∈ S, ∀ p, V a ≤ V p ∧ V p ≤ V b := by
  obtain ⟨b, hb, hmax⟩ := exists_source_max hT h0 hS
  -- reversing all voltages turns the minimum into a maximum
  have h0' : ∀ p ∉ S, current T (fun q => (-1) * V q + 0 * V q) p = 0 := by
    intro p hp
    rw [current_superposition T V V (-1) 0 p, h0 p hp]
    ring
  obtain ⟨a, ha, hmin⟩ := exists_source_max hT h0' hS
  refine ⟨a, ha, b, hb, fun p => ⟨?_, hmax p⟩⟩
  have h : (-1) * V p + 0 * V p ≤ (-1) * V a + 0 * V a := hmin p
  linarith
```

The theorem takes `current` as given and makes no use of the sum rule. What joins it to a device is the premise that the measured currents follow the difference form of Büttiker's formula with the transmissions `T`.

## When the probe voltages are determined

`circuitMap T S` is the map $A$. Its two linearity fields come from superposition.

```lean
open Classical in
/-- The linear map that sends the lead voltages to the voltages at the sources and the
currents at all other leads. -/
noncomputable def circuitMap (T : ι → ι → ℝ) (S : Set ι) : (ι → ℝ) →ₗ[ℝ] (ι → ℝ) where
  toFun V p := if p ∈ S then V p else current T V p
  map_add' V W := by
    ext p
    have h := current_superposition T V W 1 1 p
    simp only [one_mul] at h
    show (if p ∈ S then V p + W p else current T (fun q => V q + W q) p) =
      (if p ∈ S then V p else current T V p) + (if p ∈ S then W p else current T W p)
    split_ifs
    · rfl
    · exact h
  map_smul' c V := by
    ext p
    have h := current_superposition T V V c 0 p
    simp only [zero_mul, add_zero] at h
    show (if p ∈ S then c * V p else current T (fun q => c * V q) p) =
      c * (if p ∈ S then V p else current T V p)
    split_ifs
    · rfl
    · exact h
```

The following lemma unpacks an equation for the map into conditions at sources and at probes.

```lean
/-- The circuit map takes the value `F` exactly when `F` gives the voltages at the sources and
the currents at the other leads. -/
theorem circuitMap_eq_iff (T : ι → ι → ℝ) (S : Set ι) (V F : ι → ℝ) :
    circuitMap T S V = F ↔
      (∀ p ∈ S, V p = F p) ∧ ∀ p ∉ S, current T V p = F p := by
  constructor
  · intro h
    constructor <;> intro p hp <;> simpa [circuitMap, hp] using congrFun h p
  · intro h
    ext p
    by_cases hp : p ∈ S
    · simpa [circuitMap, hp] using h.1 p hp
    · simpa [circuitMap, hp] using h.2 p hp
```

The injectivity theorem contains both hand arguments. In the forward direction, `LinearMap.injective_iff_surjective` yields voltages with unit current at every probe, and `Set.exists_min_image` picks the lowest lead among those that do not reach `S`. In the backward direction, `voltage_between_sources` squeezes every voltage between two zeros.

```lean
/-- With nonnegative transmissions, the circuit map is injective exactly when every lead outside
`S` reaches `S`. -/
theorem circuitMap_injective_iff {T : ι → ι → ℝ} {S : Set ι} (hT : ∀ p q, 0 ≤ T p q) :
    Function.Injective (circuitMap T S) ↔ ∀ p ∉ S, Reaches T S p := by
  constructor
  · intro hinj p _
    by_contra hp
    -- injectivity would allow unit current at every probe
    obtain ⟨V, hV⟩ := LinearMap.injective_iff_surjective.1 hinj (fun _ => 1)
    obtain ⟨a, ha, hmin⟩ := Set.exists_min_image {q | ¬ Reaches T S q} V
      (Set.toFinite _) ⟨p, hp⟩
    have haS : a ∉ S := fun h => ha ⟨a, h, Relation.ReflTransGen.refl⟩
    have h1 : current T V a = 1 := ((circuitMap_eq_iff T S V _).1 hV).2 a haS
    -- but the lowest disconnected lead has no positive current
    have h2 : current T V a ≤ 0 := by
      unfold current
      refine Finset.sum_nonpos (fun q _ => ?_)
      rcases (hT a q).eq_or_lt with h | h
      · rw [← h, zero_mul]
      · have hq : ¬ Reaches T S q := fun ⟨s, hs, hr⟩ =>
          ha ⟨s, hs, Relation.ReflTransGen.head h hr⟩
        exact mul_nonpos_of_nonneg_of_nonpos h.le (sub_nonpos.2 (hmin q hq))
    linarith
  · intro hS
    refine (injective_iff_map_eq_zero (circuitMap T S)).2 (fun V hV => ?_)
    obtain ⟨hs, h0⟩ := (circuitMap_eq_iff T S V 0).1 hV
    ext p
    have : Nonempty ι := ⟨p⟩
    obtain ⟨a, ha, b, hb, h⟩ := voltage_between_sources hT h0 hS
    have h1 : V a = 0 := hs a ha
    have h2 : V b = 0 := hs b hb
    show V p = 0
    linarith [(h p).1, (h p).2]
```

In `existsUnique_voltages_iff`, the function `U` assigns a number to every lead, but only its values on `S` are used. The symbol `∃!` means that exactly one `V` exists. The statement concerns all source voltages at once.

```lean
/-- With nonnegative transmissions, arbitrary source voltages determine a unique set of lead
voltages with zero current outside `S` exactly when every lead outside `S` reaches `S`. -/
theorem existsUnique_voltages_iff {T : ι → ι → ℝ} {S : Set ι} (hT : ∀ p q, 0 ≤ T p q) :
    (∀ U : ι → ℝ, ∃! V : ι → ℝ, (∀ p ∈ S, V p = U p) ∧ ∀ p ∉ S, current T V p = 0) ↔
      ∀ p ∉ S, Reaches T S p := by
  classical
  rw [← circuitMap_injective_iff hT]
  constructor
  · intro h
    refine (injective_iff_map_eq_zero (circuitMap T S)).2 (fun V hV => ?_)
    exact (h 0).unique ((circuitMap_eq_iff T S V 0).1 hV)
      ((circuitMap_eq_iff T S 0 0).1 (map_zero _))
  · intro hinj U
    have key : ∀ V : ι → ℝ, circuitMap T S V = (fun p => if p ∈ S then U p else 0) ↔
        (∀ p ∈ S, V p = U p) ∧ ∀ p ∉ S, current T V p = 0 := by
      intro V
      rw [circuitMap_eq_iff]
      exact and_congr (forall₂_congr fun p hp => by simp [hp])
        (forall₂_congr fun p hp => by simp [hp])
    obtain ⟨V, hV⟩ := LinearMap.injective_iff_surjective.1 hinj
      (fun p => if p ∈ S then U p else 0)
    exact ⟨V, (key V).1 hV, fun W hW => hinj (((key W).2 hW).trans hV.symm)⟩
```

The three-lead formula needs only a nonzero denominator, not nonnegative transmissions. With nonnegative ones it is a weighted mean in the usual sense. Lean numbers the leads 0, 1, 2, and the probe is lead 1. The denominator is the total transmission from leads 0 and 2 into the probe. The docstring speaks of transmission to these leads; by the sum rule at lead 1 the two totals are equal.

```lean
/-- In a three-lead network, a zero-current probe at lead 1 with nonzero total transmission to
leads 0 and 2 measures the transmission-weighted mean of their voltages. -/
theorem three_lead_probe (T : Fin 3 → Fin 3 → ℝ) (V : Fin 3 → ℝ)
    (h0 : current T V 1 = 0) (hne : T 1 0 + T 1 2 ≠ 0) :
    V 1 = (T 1 0 * V 0 + T 1 2 * V 2) / (T 1 0 + T 1 2) := by
  simp only [current, Fin.sum_univ_three] at h0
  rw [eq_div_iff hne]
  linear_combination h0

end MultiTerminalNetwork
```

```lean
#print axioms MultiTerminalNetwork.buttiker_current
-- 'MultiTerminalNetwork.buttiker_current' depends on axioms: [propext, Classical.choice, Quot.sound]
#print axioms MultiTerminalNetwork.voltage_between_sources
-- 'MultiTerminalNetwork.voltage_between_sources' depends on axioms: [propext, Classical.choice, Quot.sound]
#print axioms MultiTerminalNetwork.existsUnique_voltages_iff
-- 'MultiTerminalNetwork.existsUnique_voltages_iff' depends on axioms: [propext, Classical.choice, Quot.sound]
#print axioms MultiTerminalNetwork.three_lead_probe
-- 'MultiTerminalNetwork.three_lead_probe' depends on axioms: [propext, Classical.choice, Quot.sound]
```

## Probe voltages in a four-terminal calculation

In a simulation based on Büttiker's formula, the transmissions can be computed first, and the probe voltages then follow from a linear system. Take sources 0 and 3 at $V_0=1$ mV and $V_3=0$, and probes 1 and 2 with

$$T_{10}=0.6,\quad T_{12}=0.3,\quad T_{13}=0.1,\qquad T_{20}=0.1,\quad T_{21}=0.3,\quad T_{23}=0.6 .$$

The zero-current conditions, in millivolts, are

$$V_1-0.3\,V_2=0.6,\qquad -0.3\,V_1+V_2=0.1,$$

with the solution $V_1=9/13\approx0.692$ and $V_2=4/13\approx0.308$. Both lie between 0 and 1. The difference $V_1-V_2$, divided by the current through the sources, is the four-terminal resistance.

The same system arises when fictitious voltage probes are attached to a coherent conductor to imitate dephasing. For non-interacting carriers in linear response, with all leads and probes at the same temperature, the bound then confines every fictitious voltage to the range set by the real contacts, provided that those contacts are the sources and each probe reaches one of them.
